# The Laplace transform of the one-dimensional free-particle kernel in imaginary time is a decaying exponential in the distance

## From a random time to a random step

In units with $\hbar=1$, a random walk for a free particle on a line can be advanced in two draws: an imaginary time $t$ from the exponential density $E e^{-Et}$, then a Gaussian displacement $r$ of variance $t/m$. If only the displacement is needed, the two draws can be replaced by one, because the density of $r$ averaged over $t$ has a closed form. Up to the factor $E$, that density is the free-particle Green's function at energy $-E$.

Let $m>0$ be the mass and $E>0$ the depth of the energy below zero. The imaginary-time kernel and its Laplace transform are

$$K(r,t)=\sqrt{\frac{m}{2\pi t}}\;e^{-mr^2/(2t)},\qquad G(r)=\int_0^\infty e^{-Et}K(r,t)\,dt .$$

The result, for every real $r$, is

$$G(r)=\sqrt{\frac{m}{2E}}\;e^{-\kappa|r|},\qquad \kappa=\sqrt{2mE}.$$

With $H=-\frac{1}{2m}\frac{d^2}{dr^2}$, this is the kernel of $(H+E)^{-1}$. The convention $(z-H)^{-1}$ at $z=-E$ has the opposite sign.

## What the theorems say

In the file, `kernel m r t` is $K(r,t)$ and `green m E r` is $G(r)$, defined as the integral over `Ioi 0`, the open half-line $t>0$. The closed form is therefore a theorem and not a definition.

- `green_eq` assumes $m>0$ and $E>0$. It states that the integrand is integrable and that the integral has the value above. The contact point $r=0$ is included.
- `green_slope` gives $G'=-\kappa G$ for $r>0$ and $G'=\kappa G$ for $r<0$.
- `green_schrodinger` states that for $r\neq0$ the derivative of `deriv (green m E)` is $2mE\,G$, which is $(H+E)G=0$ away from the source.
- `green_source` gives the one-sided derivatives at the origin: $-m$ on `Ici 0` ($r\ge0$) and $+m$ on `Iic 0` ($r\le0$).

The slope thus jumps by $-2m$, and $-\frac{1}{2m}(-2m)=1$ is the strength of a unit point source. The theorems express the source through these slopes, not through a delta distribution or an operator inverse. The kernel enters as a given formula; it is not derived from $H$ or from a path integral. The setting is one particle in one dimension without a potential.

## An explicit primitive in imaginary time

Put $a=\sqrt E$ and $b=|r|\sqrt{m/2}$. Then

$$e^{-Et}K(r,t)=\sqrt{\frac{m}{2\pi}}\;\frac{e^{-a^2t-b^2/t}}{\sqrt t}.$$

Let $g(x)=\int_0^x e^{-s^2}ds$, which tends to $\pm\sqrt\pi/2$ as $x\to\pm\infty$, and define

$$B_b(t)=e^{-2ab}\,g(u),\qquad u=a\sqrt t-\frac{b}{\sqrt t}.$$

Since $u^2=a^2t-2ab+b^2/t$ and $u'=(a+b/t)/(2\sqrt t)$, the chain rule gives

$$B_b'(t)=e^{-a^2t-b^2/t}\,\frac{a+b/t}{2\sqrt t}.$$

Replacing $b$ by $-b$ changes only the sign of $b/t$. In the sum $B_b'+B_{-b}'$ these terms cancel, so $F=(B_b+B_{-b})/a$ is a primitive of $e^{-a^2t-b^2/t}/\sqrt t$.

As $t\to\infty$, both arguments of $g$ tend to $+\infty$, and

$$F\to M=\frac{\sqrt\pi}{2a}\left(e^{-2ab}+e^{2ab}\right).$$

As $t\to0^+$ with $b>0$, the arguments tend to $-\infty$ and $+\infty$ respectively, and

$$F\to L=\frac{\sqrt\pi}{2a}\left(-e^{-2ab}+e^{2ab}\right).$$

If $b=0$, both arguments tend to $0$ and $F\to0$, which agrees with this formula for $L$.

The integrand is nonnegative, and its integral from $\varepsilon$ to $T$ is $F(T)-F(\varepsilon)$. Letting $\varepsilon\to0$ and $T\to\infty$ gives convergence together with the value

$$\int_0^\infty\frac{e^{-a^2t-b^2/t}}{\sqrt t}\,dt=M-L=\frac{\sqrt\pi}{a}\,e^{-2ab}.$$

Finally, $\sqrt{m/(2\pi)}\,\sqrt{\pi/E}=\sqrt{m/(2E)}$ and $2ab=\sqrt{2mE}\,|r|=\kappa|r|$, which is the stated result.

## Slopes on the two sides of the source

For $r>0$ the closed form is a multiple of $e^{-\kappa r}$, so $G'=-\kappa G$. For $r<0$ it is a multiple of $e^{\kappa r}$, so $G'=\kappa G$. A second derivative gives $G''=\kappa^2G=2mE\,G$ on either side. At the origin the one-sided slopes are $\mp\kappa G(0)$, and

$$\kappa\,G(0)=\sqrt{2mE}\,\sqrt{\frac{m}{2E}}=m .$$

## The Lean file

```lean
import Mathlib

open Filter Set MeasureTheory Topology Real

namespace FreeParticleGreen

noncomputable section

/-- The imaginary-time free-particle kernel for mass `m`, displacement `r` and
imaginary time `t`, in units with `ħ = 1`. -/
def kernel (m r t : ℝ) : ℝ := √(m / (2 * π * t)) * Real.exp (-(m * r ^ 2 / (2 * t)))

/-- The Green's function at energy `-E`, as the Laplace transform of the kernel over
imaginary time. -/
def green (m E r : ℝ) : ℝ := ∫ t in Ioi (0 : ℝ), Real.exp (-(E * t)) * kernel m r t

/-- The Gaussian `exp (-s ^ 2)` integrated from `0` to `x`. -/
def gaussPrim (x : ℝ) : ℝ := ∫ s in (0 : ℝ)..x, Real.exp (-s ^ 2)

/-- One of the two pieces, with parameter `b` or `-b`, of the primitive in imaginary time. -/
def branch (a b t : ℝ) : ℝ := Real.exp (-(2 * a * b)) * gaussPrim (a * √t - b / √t)

/-- The derivative of the integrated Gaussian is the Gaussian. -/
theorem gaussPrim_hasDerivAt (x : ℝ) : HasDerivAt gaussPrim (Real.exp (-x ^ 2)) x := by
  have hc : Continuous (fun s : ℝ => Real.exp (-s ^ 2)) := by fun_prop
  exact (hc.integral_hasStrictDerivAt 0 x).hasDerivAt

/-- The integrated Gaussian tends to `√π / 2` at `+∞` and to `-√π / 2` at `-∞`. -/
theorem gaussPrim_limits : Tendsto gaussPrim atTop (𝓝 (√π / 2)) ∧
    Tendsto gaussPrim atBot (𝓝 (-(√π / 2))) := by
  have hi : Integrable (fun s : ℝ => Real.exp (-s ^ 2)) := by
    simpa using integrable_exp_neg_mul_sq (b := 1) one_pos
  have hv : ∫ s in Ioi (0 : ℝ), Real.exp (-s ^ 2) = √π / 2 := by
    simpa using integral_gaussian_Ioi 1
  have htop : Tendsto gaussPrim atTop (𝓝 (√π / 2)) := by
    rw [← hv]
    exact intervalIntegral_tendsto_integral_Ioi 0 hi.integrableOn tendsto_id
  -- the limit on the left follows because the primitive is odd
  have hodd : ∀ x, gaussPrim (-x) = -gaussPrim x := by
    intro x
    have h := intervalIntegral.integral_comp_neg (a := 0) (b := x)
      (fun s : ℝ => Real.exp (-s ^ 2))
    simp only [neg_sq, neg_zero] at h
    unfold gaussPrim
    rw [h]
    exact intervalIntegral.integral_symm _ _
  refine ⟨htop, (htop.comp tendsto_neg_atBot_atTop).neg.congr fun x => ?_⟩
  simp only [Function.comp_apply, hodd, neg_neg]

/-- A nonnegative function on `t > 0` whose primitive has limits `L` at `0` and `M` at
infinity is integrable, with integral `M - L`. -/
theorem integral_of_primitive {F f : ℝ → ℝ} {L M : ℝ}
    (hF : ∀ t ∈ Ioi (0 : ℝ), HasDerivAt F (f t) t) (hf : ∀ t ∈ Ioi (0 : ℝ), 0 ≤ f t)
    (h0 : Tendsto F (𝓝[>] 0) (𝓝 L)) (hM : Tendsto F atTop (𝓝 M)) :
    IntegrableOn f (Ioi 0) ∧ ∫ t in Ioi (0 : ℝ), f t = M - L := by
  -- give the primitive its limiting value at the origin
  have hc : ContinuousWithinAt (Function.update F 0 L) (Ici 0) 0 := by
    rw [continuousWithinAt_update_same]
    refine h0.mono_left (nhdsWithin_mono _ fun x hx => ?_)
    exact mem_Ioi.2 (lt_of_le_of_ne (mem_Ici.1 hx.1) fun h => hx.2 h.symm)
  have hd : ∀ t ∈ Ioi (0 : ℝ), HasDerivAt (Function.update F 0 L) (f t) t := by
    intro t ht
    refine (hF t ht).congr_of_eventuallyEq ?_
    filter_upwards [Ioi_mem_nhds (mem_Ioi.1 ht)] with x hx
    exact Function.update_of_ne (mem_Ioi.1 hx).ne' _ _
  have hi : Tendsto (Function.update F 0 L) atTop (𝓝 M) := by
    refine hM.congr' ?_
    filter_upwards [eventually_gt_atTop (0 : ℝ)] with x hx
    exact (Function.update_of_ne hx.ne' _ _).symm
  refine ⟨integrableOn_Ioi_deriv_of_nonneg hc hd hf hi, ?_⟩
  rw [integral_Ioi_of_hasDerivAt_of_nonneg hc hd hf hi, Function.update_self]

/-- The imaginary-time derivative of one piece of the primitive. -/
theorem branch_hasDerivAt (a b : ℝ) {t : ℝ} (ht : 0 < t) :
    HasDerivAt (branch a b)
      (Real.exp (-(a ^ 2 * t) - b ^ 2 / t) * ((a + b / t) / (2 * √t))) t := by
  have hne : √t ≠ 0 := (Real.sqrt_pos.2 ht).ne'
  have h2 : √t ^ 2 = t := Real.sq_sqrt ht.le
  have hs := Real.hasDerivAt_sqrt ht.ne'
  have h1 : HasDerivAt (fun t => a * √t - b / √t) ((a + b / t) / (2 * √t)) t := by
    refine ((hs.const_mul a).fun_sub ((hasDerivAt_const t b).fun_div hs hne)).congr_deriv ?_
    rw [h2]
    ring
  -- completing the square in the exponent
  have hE : Real.exp (-(2 * a * b)) * Real.exp (-(a * √t - b / √t) ^ 2)
      = Real.exp (-(a ^ 2 * t) - b ^ 2 / t) := by
    rw [← Real.exp_add]
    congr 1
    have hB : (b / √t) ^ 2 = b ^ 2 / t := by rw [div_pow, h2]
    have hC : √t * (b / √t) = b := by field_simp
    linear_combination -a ^ 2 * h2 - hB + 2 * a * hC
  refine (((gaussPrim_hasDerivAt (a * √t - b / √t)).comp t h1).const_mul
    (Real.exp (-(2 * a * b)))).congr_deriv ?_
  rw [← mul_assoc, hE]

/-- The short-time limit of the sum of the two pieces, for `b ≥ 0`. -/
theorem branch_short_time (a : ℝ) {b : ℝ} (hb : 0 ≤ b) :
    Tendsto (fun t => branch a b t + branch a (-b) t) (𝓝[>] 0)
      (𝓝 (Real.exp (-(2 * a * b)) * (-(√π / 2)) +
        Real.exp (-(2 * a * -b)) * (√π / 2))) := by
  have hs : Tendsto (fun t : ℝ => √t) (𝓝[>] 0) (𝓝 0) :=
    (Real.continuous_sqrt.tendsto' 0 0 Real.sqrt_zero).mono_left nhdsWithin_le_nhds
  have hA : Tendsto (fun t : ℝ => a * √t) (𝓝[>] 0) (𝓝 0) := by
    simpa only [mul_zero] using hs.const_mul a
  unfold branch
  rcases hb.eq_or_lt with rfl | hb
  · have h0 : gaussPrim 0 = 0 := by simp [gaussPrim]
    have hG : Tendsto (fun t : ℝ => gaussPrim (a * √t)) (𝓝[>] 0) (𝓝 0) := by
      have h := (gaussPrim_hasDerivAt 0).continuousAt.tendsto
      rw [h0] at h
      exact h.comp hA
    simpa using hG.add hG
  · have hs' : Tendsto (fun t : ℝ => √t) (𝓝[>] 0) (𝓝[>] 0) := by
      refine tendsto_nhdsWithin_iff.2 ⟨hs, ?_⟩
      filter_upwards [self_mem_nhdsWithin] with t ht
      exact Real.sqrt_pos.2 ht
    have hB : Tendsto (fun t : ℝ => b * (√t)⁻¹) (𝓝[>] 0) atTop :=
      (tendsto_inv_nhdsGT_zero.comp hs').const_mul_atTop hb
    have hl : Tendsto (fun t : ℝ => a * √t - b / √t) (𝓝[>] 0) atBot :=
      (hA.add_atBot (tendsto_neg_atTop_atBot.comp hB)).congr fun t => by
        simp only [Function.comp_apply]; ring
    have hr : Tendsto (fun t : ℝ => a * √t - -b / √t) (𝓝[>] 0) atTop :=
      (hA.add_atTop hB).congr fun t => by ring
    exact ((gaussPrim_limits.2.comp hl).const_mul _).add
      ((gaussPrim_limits.1.comp hr).const_mul _)

/-- For `a > 0` and `b ≥ 0`, the function `exp (-a²t - b²/t) / √t` is integrable over
`t > 0`, with integral `(√π / a) exp (-2ab)`. -/
theorem integral_exp_time_inverse_time {a b : ℝ} (ha : 0 < a) (hb : 0 ≤ b) :
    IntegrableOn (fun t => Real.exp (-(a ^ 2 * t) - b ^ 2 / t) / √t) (Ioi 0) ∧
    ∫ t in Ioi (0 : ℝ), Real.exp (-(a ^ 2 * t) - b ^ 2 / t) / √t
      = √π / a * Real.exp (-(2 * a * b)) := by
  have htop : ∀ c : ℝ, Tendsto (branch a c) atTop
      (𝓝 (Real.exp (-(2 * a * c)) * (√π / 2))) := by
    intro c
    have h : Tendsto (fun t : ℝ => a * √t - c / √t) atTop atTop := by
      simpa only [sub_eq_add_neg] using
        (Real.tendsto_sqrt_atTop.const_mul_atTop ha).atTop_add
          (Real.tendsto_sqrt_atTop.const_div_atTop c).neg
    exact (gaussPrim_limits.1.comp h).const_mul _
  have key := integral_of_primitive
    (F := fun t => (branch a b t + branch a (-b) t) / a)
    (f := fun t => Real.exp (-(a ^ 2 * t) - b ^ 2 / t) / √t)
    (fun t ht => by
      have h1 := branch_hasDerivAt a b (mem_Ioi.1 ht)
      have h2 := branch_hasDerivAt a (-b) (mem_Ioi.1 ht)
      rw [neg_sq] at h2
      refine ((h1.fun_add h2).div_const a).congr_deriv ?_
      linear_combination (Real.exp (-(a ^ 2 * t) - b ^ 2 / t) / √t) *
        (mul_inv_cancel₀ ha.ne'))
    (fun t _ => by positivity)
    ((branch_short_time a hb).div_const a)
    (((htop b).add (htop (-b))).div_const a)
  refine ⟨key.1, key.2.trans ?_⟩
  ring

/-- For `m, E > 0` the Laplace integral of the free-particle kernel converges and equals
`√(m / (2E)) exp (-√(2mE) |r|)`. -/
theorem green_eq {m E : ℝ} (hm : 0 < m) (hE : 0 < E) (r : ℝ) :
    IntegrableOn (fun t => Real.exp (-(E * t)) * kernel m r t) (Ioi 0) ∧
    green m E r = √(m / (2 * E)) * Real.exp (-(√(2 * m * E) * |r|)) := by
  have hm2 : 0 ≤ m / 2 := by positivity
  have hfun : (fun t => Real.exp (-(E * t)) * kernel m r t) = fun t =>
      √(m / (2 * π)) * (Real.exp (-(√E ^ 2 * t) - (|r| * √(m / 2)) ^ 2 / t) / √t) := by
    funext t
    have hx : Real.exp (-(√E ^ 2 * t) - (|r| * √(m / 2)) ^ 2 / t)
        = Real.exp (-(E * t)) * Real.exp (-(m * r ^ 2 / (2 * t))) := by
      rw [← Real.exp_add, Real.sq_sqrt hE.le, mul_pow, sq_abs, Real.sq_sqrt hm2]
      congr 1
      ring
    have hp : √(m / (2 * π * t)) = √(m / (2 * π)) / √t := by
      rw [← div_div, Real.sqrt_div (by positivity)]
    rw [hx, kernel, hp]
    ring
  obtain ⟨hi, hv⟩ := integral_exp_time_inverse_time (Real.sqrt_pos.2 hE)
    (b := |r| * √(m / 2)) (by positivity)
  unfold green
  rw [hfun]
  refine ⟨hi.const_mul _, ?_⟩
  rw [integral_const_mul, hv]
  -- collect the decay constant and the prefactor
  have h1 : √(2 * m * E) = 2 * √E * √(m / 2) := by
    have h : 2 * m * E = (2 * √E * √(m / 2)) ^ 2 := by
      rw [mul_pow, mul_pow, Real.sq_sqrt hE.le, Real.sq_sqrt hm2]
      ring
    rw [h, Real.sqrt_sq (by positivity)]
  have h2 : √(m / (2 * π)) * (√π / √E) = √(m / (2 * E)) := by
    rw [← Real.sqrt_div Real.pi_pos.le, ← Real.sqrt_mul (by positivity)]
    congr 1
    field_simp
  rw [← mul_assoc, h2, h1]
  congr 2
  ring

/-- For `m, E > 0` the derivative of the Green's function is `-√(2mE)` times its value to the right
of the source and `√(2mE)` times its value to the left. -/
theorem green_slope {m E : ℝ} (hm : 0 < m) (hE : 0 < E) (r : ℝ) :
    (0 < r → HasDerivAt (green m E) (-√(2 * m * E) * green m E r) r) ∧
    (r < 0 → HasDerivAt (green m E) (√(2 * m * E) * green m E r) r) := by
  have key : ∀ c : ℝ, HasDerivAt (fun x => √(m / (2 * E)) * Real.exp (c * x))
      (c * (√(m / (2 * E)) * Real.exp (c * r))) r := fun c =>
    (((hasDerivAt_id' r).const_mul c).exp.const_mul _).congr_deriv (by ring)
  constructor
  · intro hr
    have h : ∀ x, 0 < x → green m E x
        = √(m / (2 * E)) * Real.exp (-√(2 * m * E) * x) := fun x hx => by
      rw [(green_eq hm hE x).2, abs_of_pos hx, neg_mul]
    rw [h r hr]
    refine (key _).congr_of_eventuallyEq ?_
    filter_upwards [Ioi_mem_nhds hr] with x hx using h x hx
  · intro hr
    have h : ∀ x, x < 0 → green m E x
        = √(m / (2 * E)) * Real.exp (√(2 * m * E) * x) := fun x hx => by
      rw [(green_eq hm hE x).2, abs_of_neg hx, mul_neg, neg_neg]
    rw [h r hr]
    refine (key _).congr_of_eventuallyEq ?_
    filter_upwards [Iio_mem_nhds hr] with x hx using h x hx

/-- Away from the source the Green's function obeys the free Schrödinger equation at
energy `-E`, in the form `G'' = 2mE G`. -/
theorem green_schrodinger {m E r : ℝ} (hm : 0 < m) (hE : 0 < E) (hr : r ≠ 0) :
    HasDerivAt (deriv (green m E)) (2 * m * E * green m E r) r := by
  have hk : √(2 * m * E) ^ 2 = 2 * m * E := Real.sq_sqrt (by positivity)
  rcases lt_or_gt_of_ne hr with h | h
  · refine ((((green_slope hm hE r).2 h).const_mul (√(2 * m * E))).congr_of_eventuallyEq
      ?_).congr_deriv (by linear_combination green m E r * hk)
    filter_upwards [Iio_mem_nhds h] with x hx using ((green_slope hm hE x).2 hx).deriv
  · refine ((((green_slope hm hE r).1 h).const_mul (-√(2 * m * E))).congr_of_eventuallyEq
      ?_).congr_deriv (by linear_combination green m E r * hk)
    filter_upwards [Ioi_mem_nhds h] with x hx using ((green_slope hm hE x).1 hx).deriv

/-- At the source the Green's function has right slope `-m` and left slope `m`. -/
theorem green_source {m E : ℝ} (hm : 0 < m) (hE : 0 < E) :
    HasDerivWithinAt (green m E) (-m) (Ici 0) 0 ∧
    HasDerivWithinAt (green m E) m (Iic 0) 0 := by
  have hmk : √(2 * m * E) * √(m / (2 * E)) = m := by
    rw [← Real.sqrt_mul (by positivity)]
    have h : 2 * m * E * (m / (2 * E)) = m ^ 2 := by field_simp
    rw [h, Real.sqrt_sq hm.le]
  have key : ∀ c : ℝ, HasDerivAt (fun x => √(m / (2 * E)) * Real.exp (c * x))
      (c * √(m / (2 * E))) 0 := fun c =>
    (((hasDerivAt_id' (0 : ℝ)).const_mul c).exp.const_mul _).congr_deriv (by
      rw [mul_zero, Real.exp_zero]; ring)
  constructor
  · have h : ∀ x ∈ Ici (0 : ℝ), green m E x
        = √(m / (2 * E)) * Real.exp (-√(2 * m * E) * x) := fun x hx => by
      rw [(green_eq hm hE x).2, abs_of_nonneg (mem_Ici.1 hx), neg_mul]
    have hd := (key (-√(2 * m * E))).congr_deriv (g' := -m) (by linear_combination -hmk)
    exact hd.hasDerivWithinAt.congr h (h 0 self_mem_Ici)
  · have h : ∀ x ∈ Iic (0 : ℝ), green m E x
        = √(m / (2 * E)) * Real.exp (√(2 * m * E) * x) := fun x hx => by
      rw [(green_eq hm hE x).2, abs_of_nonpos (mem_Iic.1 hx), mul_neg, neg_neg]
    have hd := (key (√(2 * m * E))).congr_deriv hmk
    exact hd.hasDerivWithinAt.congr h (h 0 self_mem_Iic)

end

end FreeParticleGreen
```

```lean
#print axioms FreeParticleGreen.green_eq
#print axioms FreeParticleGreen.green_schrodinger
#print axioms FreeParticleGreen.green_source
```

```
'FreeParticleGreen.green_eq' depends on axioms: [propext, Classical.choice, Quot.sound]
'FreeParticleGreen.green_schrodinger' depends on axioms: [propext, Classical.choice, Quot.sound]
'FreeParticleGreen.green_source' depends on axioms: [propext, Classical.choice, Quot.sound]
```

## How the proof follows the calculation

`gaussPrim` is $g$, and `branch a b` is $B_b$. The derivative of $g$ comes from the fundamental theorem of calculus. Its limit at $+\infty$ comes from Mathlib's half-line Gaussian integral, and the limit at $-\infty$ follows because $g$ is odd.

In `branch_hasDerivAt`, `h1` is the formula for $u'$ and `hE` completes the square. `branch_short_time` finds the limit at $t\to0^+$, treating $b=0$ and $b>0$ separately as above. `integral_exp_time_inverse_time` adds the two branches, divides by $a$ and evaluates $M-L$.

In `green_eq`, `hfun` rewrites the integrand in terms of $a$ and $b$, while `h1` and `h2` collect the decay constant and the prefactor. `green_slope` differentiates the exponential that agrees with $G$ near $r$, and `green_schrodinger` applies that slope formula twice. For `green_source`, each exponential is differentiated at $0$ as a smooth function on the whole line, and the derivative is then restricted to the half-line where it agrees with $G$.

## Repairing the primitive at the origin

The proof turns on `integral_of_primitive`. Mathlib's fundamental theorem for nonnegative derivatives on a half-line yields both integrability and the value, so no separate bound on the integrand is needed. It does require a primitive that is continuous from the right at the endpoint.

Here $F$ fails that test when $b>0$. Lean sets $b/0=0$, so $F(0)=0$, whereas the limit $L$ is positive. The lemma therefore works with `Function.update F 0 L`, which equals $F$ except at $0$, where it takes the value $L$. Derivatives at $t>0$ and the limit at infinity are unaffected, since both concern only points away from $0$.

## The difference of the branches and three dimensions

Subtracting the branches instead of adding them leaves the $b/t$ terms. For $b>0$, the same limits then give

$$\int_0^\infty \frac{e^{-a^2t-b^2/t}}{t^{3/2}}\,dt=\frac{\sqrt\pi}{b}\,e^{-2ab}.$$

Applied by hand to the three-dimensional kernel, which has the prefactor $(m/(2\pi t))^{3/2}$, this produces the Yukawa form $\dfrac{m}{2\pi r}\,e^{-\kappa r}$ at distance $r>0$; the file treats only the one-dimensional case.
